# Every real polynomial times the Gaussian exp(−x²/2) is integrable on the real line

The declaration states that for any real polynomial p, the function p(x) exp(−x²/2) is integrable over the whole real line with respect to Lebesgue measure. Functions of this form include the stationary states of the one-dimensional harmonic oscillator in dimensionless units, though the statement involves no Hamiltonian and no normalisation, and it concerns the integral of the function itself, not of its square. The attempt argues by induction on the polynomial: it shows that the property passes to sums, then proves it for monomials from Mathlib's result on powers times a Gaussian.

This version doesn't compile in Lean 4 with Mathlib:

```lean
import Mathlib

open Polynomial MeasureTheory
open scoped Nat

namespace IntegrableWeighted

noncomputable section

/-- Every real polynomial is integrable against the Gaussian weight `exp (-x²/2)`. -/
theorem integrable_weighted (p : ℝ[X]) :
    Integrable (fun x : ℝ => p.eval x * Real.exp (-(1 / 2) * x ^ 2)) := by
  refine Polynomial.induction_on' p (fun p q hp hq => ?_) (fun n a => ?_)
  · convert hp.add hq using 1
    funext x
    simp only [eval_add, add_mul, Pi.add_apply]
  · have hn : (-1 : ℝ) < (n : ℝ) := lt_of_lt_of_le (by norm_num) n.cast_nonneg
    have h := (integrable_rpow_mul_exp_neg_mul_sq (b := 1 / 2) (by norm_num) hn).const_mul a
    convert h using 1
    funext x
    simp only [eval_monomial, Real.rpow_natCast, mul_assoc]

end

end IntegrableWeighted
```

Lean reports:

```
Main.lean:15:4: error: Tactic `apply` failed: could not unify the conclusion of `@_root_.funext`
  ?f = ?g
with the goal
  SeminormedAddGroup.toContinuousENorm = NormedAddCommGroup.toENormedAddCommMonoid.toContinuousENorm

Note: The full type of `@_root_.funext` is
  ∀ {α : Sort ?u.44} {β : α → Sort ?u.43} {f g : (x : α) → β x}, (∀ (x : α), f x = g x) → f = g

case e'_3
p✝ p q : ℝ[X]
hp : Integrable (fun x => eval x p * Real.exp (-(1 / 2) * x ^ 2)) volume
hq : Integrable (fun x => eval x q * Real.exp (-(1 / 2) * x ^ 2)) volume
⊢ SeminormedAddGroup.toContinuousENorm = NormedAddCommGroup.toENormedAddCommMonoid.toContinuousENorm
```

The change, after which it compiles:

```diff
@@ -12,7 +12,7 @@
     Integrable (fun x : ℝ => p.eval x * Real.exp (-(1 / 2) * x ^ 2)) := by
   refine Polynomial.induction_on' p (fun p q hp hq => ?_) (fun n a => ?_)
-  · convert hp.add hq using 1
-    funext x
-    simp only [eval_add, add_mul, Pi.add_apply]
+  · have h : Integrable (fun x : ℝ => p.eval x * Real.exp (-(1 / 2) * x ^ 2)
+        + q.eval x * Real.exp (-(1 / 2) * x ^ 2)) := hp.add hq
+    simpa only [eval_add, add_mul] using h
   · have hn : (-1 : ℝ) < (n : ℝ) := lt_of_lt_of_le (by norm_num) n.cast_nonneg
     have h := (integrable_rpow_mul_exp_neg_mul_sq (b := 1 / 2) (by norm_num) hn).const_mul a
```

What went wrong. The error is in the sum case. There `convert hp.add hq using 1` has to match two `Integrable` statements, which carry not only a function but also an instance giving the extended norm on the real numbers. The goal and `hp.add hq` reach that instance by different paths, and `convert` leaves their equality as a goal of its own. `funext x` then meets this goal first, and fails because it is an equation between instances, not between functions.

The repair avoids `convert`. It writes out the integrability of the pointwise sum as the type of `h` and gives `hp.add hq` as its proof. Lean accepts this because the two forms agree by definition, in the instance as well as in the sum of functions, so no separate equation is left to prove. `simpa only [eval_add, add_mul] using h` then evaluates the polynomial sum and distributes the Gaussian factor, which turns the goal into `h`. `Pi.add_apply` is no longer needed, since the sum is already written pointwise.
